# Two elements with $a^2=b^3=(ab)^3=1$ generate a group of at most 12 elements

When I build a rotation group by multiplying two generators until no new rotation appears, nothing promises that the loop will stop. A half-turn $a$ and a 120° rotation $b$ about axes through one point satisfy $a^2=b^3=1$, yet for most angles between the axes the list grows for ever. For a tetrahedral molecule I also find $(ab)^3=1$. Is that one extra relation enough to close the list, and at what size? And why do the half-turns that I get from $a$ by conjugation with $b$ all commute, when rotations about different axes usually don't?

## One extra relation gives commuting half-turns and closes the list

Yes, it is enough: the list closes with at most 12 elements, and the tetrahedral rotation group $T$ reaches 12. The argument uses only the relations, so $a$ and $b$ may be elements of any group $G$, with identity $1$.

Write
$$u_1=a,\qquad u_2=bab^{-1},\qquad u_3=b^2ab^{-2}.$$
Each squares to one, because $a$ does. Their product is
$$u_1u_2u_3=a\,bab^{-1}\,b^2ab^{-2}=ababa\,b^{-2}=(ab)^3b^{-3}=1.$$
Hence $u_1u_2=u_3^{-1}=u_3$. Inverting this equation reverses the factors and leaves each of them unchanged, so $u_2u_1=u_3$ as well. Thus $u_1$ and $u_2$ commute, and $u_3=u_1u_2$ commutes with both.

Now consider all products $v\,b^k$ with $v\in\{1,u_1,u_2,u_3\}$ and $k\in\{0,1,2\}$. Multiplication by $a$ from the left only exchanges the choices of $v$:
$$a\cdot1=u_1,\quad a u_1=1,\quad a u_2=u_3,\quad a u_3=u_2.$$
Multiplication by $b$ permutes the half-turns cyclically and raises the power of $b$:
$$b\cdot1=1\cdot b,\quad bu_1=u_2b,\quad bu_2=u_3b,\quad bu_3=b^3ab^{-3}b=u_1b.$$
Since $b^3=1$, the power can be reduced modulo 3. The set of products contains $1$ and is stable under $a$ and $b$, and therefore under $a^{-1}=a$ and $b^{-1}=b^2$. If $a$ and $b$ generate $G$, the set is all of $G$, and $|G|\le4\cdot3=12$.

### The tetrahedron reaches twelve

Place the vertices at $v_0=(1,1,1)$, $v_1=(1,-1,-1)$, $v_2=(-1,1,-1)$ and $v_3=(-1,-1,1)$. These have length $\sqrt3$; the unit vectors are $v_k/\sqrt3$. They satisfy
$$\sum_k v_k=0,\qquad \sum_k v_kv_k^{\mathsf T}=4I,\qquad v_k\cdot v_i=4\delta_{ki}-1,$$
where $I$ is the unit matrix and $\delta_{ki}$ is 1 for $k=i$ and 0 otherwise.

For a permutation $\sigma$ of the vertex labels, set $R=\tfrac14\sum_k v_{\sigma(k)}v_k^{\mathsf T}$. Then
$$Rv_i=v_{\sigma(i)}-\tfrac14\sum_k v_{\sigma(k)}=v_{\sigma(i)},$$
$$RR^{\mathsf T}=\tfrac1{16}\sum_{k,l}v_{\sigma(k)}(4\delta_{kl}-1)v_{\sigma(l)}^{\mathsf T}=\tfrac14\sum_k v_{\sigma(k)}v_{\sigma(k)}^{\mathsf T}=I.$$

The determinant follows from the oriented volume $\det(v_0,v_1,v_2)=4$, or $4/(3\sqrt3)$ for unit vectors. Exchanging two of these three vertices reverses its sign. So does replacing one of them by $v_3=-(v_0+v_1+v_2)$. Therefore $\det(v_{\sigma(0)},v_{\sigma(1)},v_{\sigma(2)})=4\,\mathrm{sgn}\,\sigma$, and any matrix that realises $\sigma$ has determinant $\mathrm{sgn}\,\sigma$. Rotations correspond to even permutations, of which there are $4!/2=12$.

Take for $a$ the permutation that exchanges 0 with 1 and 2 with 3, and for $b$ the cycle $1\to2\to3\to1$. In space, $a$ is the half-turn about $x$, and $b$ is a 120° rotation about $(1,1,1)/\sqrt3$ that carries the $x$ axis to $y$ and $y$ to $z$. So $u_1,u_2,u_3$ are half-turns about three perpendicular axes, which is why they commute. With $b$ acting first, $ab$ is the cycle $0\to1\to3\to0$, and its cube is one. The three powers $b^i$ and the nine products $b^iab^j=u_{i+1}b^{i+j}$, with $i,j\in\{0,1,2\}$, are distinct and give all 12 even permutations.

```lean
import Mathlib

open Equiv
open scoped Matrix

namespace TetrahedralPresentation

variable {G : Type*} [Group G]

/-- The tetrahedral relations `a² = b³ = (ab)³ = 1` for two elements of a group. -/
structure TetrahedralRel (a b : G) : Prop where
  sq : a ^ 2 = 1
  cube : b ^ 3 = 1
  prod : (a * b) ^ 3 = 1

/-- The set made of the identity, `a`, and the conjugates of `a` by `b` and by `b²`. -/
def twofold (a b : G) : Set G := {1, a, b * a * b⁻¹, b ^ 2 * a * (b ^ 2)⁻¹}

/-- Three elements of square one whose product in order is one commute pairwise. -/
theorem klein_commute {x y z : G} (hx : x * x = 1) (hy : y * y = 1) (hz : z * z = 1)
    (h : x * y * z = 1) : Commute x y ∧ Commute x z ∧ Commute y z := by
  have hz' : z⁻¹ = z := inv_eq_of_mul_eq_one_right hz
  have hxy : x * y = z := (eq_inv_of_mul_eq_one_left h).trans hz'
  -- inverting `xy = z` reverses the order of the factors
  have hyx : y * x = z := by
    rw [← hz', ← hxy, mul_inv_rev, inv_eq_of_mul_eq_one_right hx,
      inv_eq_of_mul_eq_one_right hy]
  have hc : Commute x y := hxy.trans hyx.symm
  rw [← hxy]
  exact ⟨hc, (Commute.refl x).mul_right hc, hc.symm.mul_right (Commute.refl y)⟩

/-- Under the tetrahedral relations, `a`, `b a b⁻¹` and `b² a b⁻²` multiply to one
in that order. -/
theorem halfTurns_mul {a b : G} (h : TetrahedralRel a b) :
    a * (b * a * b⁻¹) * (b ^ 2 * a * (b ^ 2)⁻¹) = 1 := by
  calc a * (b * a * b⁻¹) * (b ^ 2 * a * (b ^ 2)⁻¹) = (a * b) ^ 3 * (b ^ 3)⁻¹ := by
        simp [pow_succ, mul_assoc]
    _ = 1 := by rw [h.prod, h.cube, inv_one, mul_one]

/-- If `a` and `b` generate the group and obey the tetrahedral relations, every element is
`v bᵏ` with `k < 3` and `v` among `1`, `a`, `b a b⁻¹`, `b² a b⁻²`. -/
theorem normal_form {a b : G} (h : TetrahedralRel a b)
    (hgen : Subgroup.closure {a, b} = ⊤) (g : G) :
    ∃ v ∈ twofold a b, ∃ k : ℕ, k < 3 ∧ g = v * b ^ k := by
  have ha : a * a = 1 := by rw [← pow_two, h.sq]
  have ha' : a⁻¹ = a := inv_eq_of_mul_eq_one_right ha
  have hb : b * b * b = 1 := by simpa [pow_succ] using h.cube
  have h1 : a * (b * a * b⁻¹) = b ^ 2 * a * (b ^ 2)⁻¹ :=
    (eq_inv_of_mul_eq_one_left (halfTurns_mul h)).trans (by simp [mul_assoc, ha'])
  obtain ⟨P, hP⟩ : ∃ P : G → Prop, ∀ g, P g ↔ ∃ v ∈ twofold a b, ∃ k : ℕ, g = v * b ^ k :=
    ⟨_, fun _ => Iff.rfl⟩
  have hA : ∀ g, P g → P (a * g) := by
    intro g hg
    obtain ⟨v, hv, k, e⟩ := (hP g).1 hg
    refine (hP _).2 ⟨a * v, ?_, k, by rw [e, mul_assoc]⟩
    rcases hv with hv | hv | hv | hv
    · rw [hv, mul_one]; simp [twofold]
    · rw [hv, ha]; simp [twofold]
    · rw [hv, h1]; simp [twofold]
    · rw [hv, ← h1, ← mul_assoc, ha, one_mul]; simp [twofold]
  -- moving `b` to the right permutes the half-turns cyclically
  have hB : ∀ g, P g → P (b * g) := by
    intro g hg
    obtain ⟨v, hv, k, e⟩ := (hP g).1 hg
    have hw : ∃ w ∈ twofold a b, b * v = w * b := by
      rcases hv with hv | hv | hv | hv
      · exact ⟨1, by simp [twofold], by rw [hv, mul_one, one_mul]⟩
      · exact ⟨b * a * b⁻¹, by simp [twofold], by rw [hv]; simp [mul_assoc]⟩
      · exact ⟨b ^ 2 * a * (b ^ 2)⁻¹, by simp [twofold], by
          rw [hv]; simp [pow_succ, mul_assoc]⟩
      · refine ⟨a, by simp [twofold], ?_⟩
        calc b * v = b ^ 3 * a * (b ^ 3)⁻¹ * b := by rw [hv]; simp [pow_succ, mul_assoc]
          _ = a * b := by rw [h.cube, one_mul, inv_one, mul_one]
    obtain ⟨w, hw, e'⟩ := hw
    exact (hP _).2 ⟨w, hw, k + 1, by rw [e, ← mul_assoc, e', mul_assoc, pow_succ']⟩
  -- hence the products are stable under the whole generated group
  have key : ∀ x ∈ Subgroup.closure {a, b}, ∀ g, P (x * g) ↔ P g := by
    intro x hx
    induction hx using Subgroup.closure_induction with
    | mem x hx =>
      rcases hx with hx | hx
      · rw [hx]
        exact fun g => ⟨fun k => by simpa [← mul_assoc, ha] using hA _ k, hA g⟩
      · rw [hx]
        exact fun g => ⟨fun k => by simpa [← mul_assoc, hb] using hB _ (hB _ k), hB g⟩
    | one => simp
    | mul x y _ _ ihx ihy => exact fun g => by rw [mul_assoc, ihx, ihy]
    | inv x _ ih => exact fun g => by rw [← ih (x⁻¹ * g), mul_inv_cancel_left]
  have hg := (key g (by rw [hgen]; trivial) 1).2
    ((hP 1).2 ⟨1, by simp [twofold], 0, by simp⟩)
  rw [mul_one] at hg
  obtain ⟨v, hv, k, e⟩ := (hP g).1 hg
  exact ⟨v, hv, k % 3, Nat.mod_lt _ (by norm_num), by rw [e, pow_eq_pow_mod k h.cube]⟩

/-- If `a` and `b` generate a group and `a² = b³ = (ab)³ = 1`, then `a`, `b a b⁻¹`, `b² a b⁻²`
commute and multiply to one, and the group is finite with at most 12 elements. -/
theorem tetrahedral_presentation {a b : G} (h : TetrahedralRel a b)
    (hgen : Subgroup.closure {a, b} = ⊤) :
    (Commute a (b * a * b⁻¹) ∧ Commute a (b ^ 2 * a * (b ^ 2)⁻¹) ∧
      Commute (b * a * b⁻¹) (b ^ 2 * a * (b ^ 2)⁻¹)) ∧
    a * (b * a * b⁻¹) * (b ^ 2 * a * (b ^ 2)⁻¹) = 1 ∧
    Finite G ∧ Nat.card G ≤ 12 := by
  have ha : a * a = 1 := by rw [← pow_two, h.sq]
  have hc : ∀ c : G, c * a * c⁻¹ * (c * a * c⁻¹) = 1 := fun c => by
    calc c * a * c⁻¹ * (c * a * c⁻¹) = c * (a * a) * c⁻¹ := by
          simp only [mul_assoc, inv_mul_cancel_left]
      _ = 1 := by rw [ha, mul_one, mul_inv_cancel]
  refine ⟨klein_commute ha (hc b) (hc (b ^ 2)) (halfTurns_mul h), halfTurns_mul h, ?_⟩
  -- four choices of `v` and three powers of `b` cover the group
  let f : Fin 4 × Fin 3 → G := fun p =>
    (![1, a, b * a * b⁻¹, b ^ 2 * a * (b ^ 2)⁻¹] : Fin 4 → G) p.1 * b ^ (p.2 : ℕ)
  have hf : Function.Surjective f := by
    intro g
    obtain ⟨v, hv, k, hk, e⟩ := normal_form h hgen g
    rcases hv with hv | hv | hv | hv
    · exact ⟨(0, ⟨k, hk⟩), by rw [e, hv]; rfl⟩
    · exact ⟨(1, ⟨k, hk⟩), by rw [e, hv]; rfl⟩
    · exact ⟨(2, ⟨k, hk⟩), by rw [e, hv]; rfl⟩
    · exact ⟨(3, ⟨k, hk⟩), by rw [e, hv]; rfl⟩
  exact ⟨Finite.of_surjective f hf, by simpa using Nat.card_le_card_of_surjective f hf⟩

/-- The four vertices of a regular tetrahedron, at alternate corners of a cube. -/
def vertex : Fin 4 → Fin 3 → ℤ := ![![1, 1, 1], ![1, -1, -1], ![-1, 1, -1], ![-1, -1, 1]]

/-- The matrix whose columns are the images of the first three vertices under `σ`. -/
def frame (σ : Perm (Fin 4)) : Matrix (Fin 3) (Fin 3) ℤ :=
  Matrix.of fun i j => vertex (σ j.castSucc) i

/-- One quarter (as an integer quotient) of the sum over the vertices `k` of the outer
product of vertex `σ k` with vertex `k`. -/
def vertexMatrix (σ : Perm (Fin 4)) : Matrix (Fin 3) (Fin 3) ℤ :=
  Matrix.of fun i j => (∑ k, vertex (σ k) i * vertex k j) / 4

/-- A permutation of the four vertices is realised by an integer rotation matrix
(orthogonal, of determinant one) exactly when it is even. -/
theorem rotation_iff_even (σ : Perm (Fin 4)) :
    (∃ R : Matrix (Fin 3) (Fin 3) ℤ, R * Rᵀ = 1 ∧ R.det = 1 ∧
      ∀ i, R *ᵥ vertex i = vertex (σ i)) ↔ σ ∈ alternatingGroup (Fin 4) := by
  rw [Equiv.Perm.mem_alternatingGroup]
  constructor
  · rintro ⟨R, -, hdet, h⟩
    -- a rotation preserves the oriented volume spanned by three vertices
    have hW : R * frame 1 = frame σ := by
      ext r c
      exact congrFun (h c.castSucc) r
    have hd := congrArg Matrix.det hW
    rw [Matrix.det_mul, hdet, one_mul] at hd
    have hvol : ∀ τ : Perm (Fin 4), (frame 1).det = (frame τ).det → Perm.sign τ = 1 := by
      simp only [Matrix.det_fin_three]
      decide +kernel
    exact hvol σ hd
  · have key : ∀ τ : Perm (Fin 4), Perm.sign τ = 1 →
        vertexMatrix τ * (vertexMatrix τ)ᵀ = 1 ∧ (vertexMatrix τ).det = 1 ∧
        ∀ i, vertexMatrix τ *ᵥ vertex i = vertex (τ i) := by
      simp only [Matrix.det_fin_three]
      decide +kernel
    exact fun hσ => ⟨vertexMatrix σ, key σ hσ⟩

/-- The even vertex permutation that exchanges 0 with 1 and 2 with 3. -/
def C2 : alternatingGroup (Fin 4) :=
  ⟨swap 0 1 * swap 2 3, Equiv.Perm.mem_alternatingGroup.2 (by decide +kernel)⟩

/-- The even vertex permutation that fixes 0 and cycles 1, 2, 3. -/
def C3 : alternatingGroup (Fin 4) :=
  ⟨swap 1 2 * swap 2 3, Equiv.Perm.mem_alternatingGroup.2 (by decide +kernel)⟩

/-- The permutations `C2` and `C3` obey the tetrahedral relations and generate the group of
even permutations of the four vertices, which has exactly 12 elements. -/
theorem tetrahedral_witness :
    TetrahedralRel C2 C3 ∧ Subgroup.closure {C2, C3} = ⊤ ∧
      Nat.card (alternatingGroup (Fin 4)) = 12 := by
  refine ⟨⟨by decide +kernel, by decide +kernel, by decide +kernel⟩, ?_, ?_⟩
  · have key : ∀ σ : Perm (Fin 4), Perm.sign σ = 1 → ∃ (i : Fin 3) (e : Fin 2) (j : Fin 3),
        σ = (C3 : Perm (Fin 4)) ^ (i : ℕ) * (C2 : Perm (Fin 4)) ^ (e : ℕ) *
          (C3 : Perm (Fin 4)) ^ (j : ℕ) := by
      decide +kernel
    have h2 : C2 ∈ Subgroup.closure {C2, C3} := Subgroup.subset_closure (by simp)
    have h3 : C3 ∈ Subgroup.closure {C2, C3} := Subgroup.subset_closure (by simp)
    refine eq_top_iff.2 ?_
    rintro ⟨σ, hσ⟩ -
    obtain ⟨i, e, j, h⟩ := key σ (Equiv.Perm.mem_alternatingGroup.1 hσ)
    have hw : (⟨σ, hσ⟩ : alternatingGroup (Fin 4)) =
        C3 ^ (i : ℕ) * C2 ^ (e : ℕ) * C3 ^ (j : ℕ) := Subtype.ext h
    rw [hw]
    exact mul_mem (mul_mem (pow_mem h3 _) (pow_mem h2 _)) (pow_mem h3 _)
  · rw [Nat.card_eq_fintype_card]
    decide +kernel

end TetrahedralPresentation
```

```lean
#print axioms TetrahedralPresentation.tetrahedral_presentation
#print axioms TetrahedralPresentation.rotation_iff_even
```

```
'TetrahedralPresentation.tetrahedral_presentation' depends on axioms: [propext, Classical.choice, Quot.sound]
'TetrahedralPresentation.rotation_iff_even' depends on axioms: [propext, Classical.choice, Quot.sound]
```

### What the Lean statements say about rotations

`TetrahedralRel a b` contains the three relations for two elements of an arbitrary group. They bound the orders without fixing them: $a=1$ is allowed. The condition `Subgroup.closure {a, b} = ⊤` says that $a$ and $b$ generate the whole group. Under both hypotheses, `tetrahedral_presentation` gives the pairwise commutation, the product in the stated order, finiteness and the bound. `Finite G` carries information of its own, since `Nat.card` assigns the value 0 to an infinite type.

Despite its name, that theorem states no isomorphism with $T$. One follows for the group defined abstractly by the relations: it maps onto $T$, and with at most 12 elements it has no room for two elements with the same image.

The tetrahedron enters through `vertex`, with labels 0 to 3. `rotation_iff_even` says that a vertex permutation is realised by an integer orthogonal matrix of determinant one exactly when it lies in `alternatingGroup (Fin 4)`. `tetrahedral_witness` says that `C2` and `C3` satisfy the relations and generate this group, which has 12 elements. These names stand for single permutations, whereas in Schoenflies notation $C_2$ and $C_3$ also denote cyclic groups. In a product of permutations the right factor acts first.

The step from this model to $T$ as a group of real rotations is short. A real rotation that preserves the tetrahedron permutes its vertices, evenly by the volume argument, and is fixed by the images of three linearly independent vertices. It is therefore the integer matrix found above, and products of matrices match products of permutations.

For electronic levels at a site with rotation symmetry $T$, the commuting half-turns can be diagonalised together, provided that the states carry an ordinary representation of the group. For half-integer spin a lifted half-turn squares to $-1$, so the relation $a^2=1$ fails.

### From the relations to the count in Lean

`klein_commute` is the argument about three elements of square one: `hxy` and `hyx` are the two equations $xy=z$ and $yx=z$. `halfTurns_mul` expands the product into $(ab)^3(b^3)^{-1}$ and inserts the relations.

`normal_form` shows that every group element is a product $v\,b^k$. Its predicate `P` first allows any natural power of $b$. The steps `hA` and `hB` are the two multiplication tables above, with one case for each $v$ in `twofold a b`. Then `key` extends the stability to every $x$ in the generated subgroup, by induction on how $x$ is built. It is stated as an equivalence between `P (x * g)` and `P g`, so that inverses follow too; for the generators the reverse direction uses $a\,a=1$ and $b\,b\,b=1$. Applying it with $g$ in the role of $x$ to the identity puts $g$ in the set, and the exponent is finally reduced modulo 3.

In `tetrahedral_presentation` the map `f` sends a pair from `Fin 4 × Fin 3` to the matching product. `normal_form` makes it surjective, which yields both finiteness and the bound.

For `rotation_iff_even`, the forward direction compares the determinants of `frame 1` and `frame σ`. The converse supplies `vertexMatrix σ`, the matrix $R$ above; its integer division by 4 leaves no remainder. Where the derivation uses vector identities, `decide +kernel` checks the finitely many permutations. In `tetrahedral_witness` the same tactic finds each even permutation as a word $b^iab^j$ or $b^ib^j$, and such words lie in the generated subgroup.

### A triangle without the third relation, and the smallest group

Without $(ab)^3=1$, commutation can fail in a group of six elements. In the rotation group $D_3$ of a triangle, let $b$ be the threefold rotation and $a$ a half-turn about an axis in the plane. Then $a^2=b^3=1$, but $(ab)^2=1$ and $ab\ne1$, so $(ab)^3=ab\neq1$. The half-turns $a$ and $bab^{-1}$ have axes 60° apart and do not commute.

At the other end, $a=b=1$ satisfies every hypothesis in the group with one element. The three "half-turns" are then all the identity, and the twelve products coincide. With $a=1$ and $b\ne1$ the group is cyclic of order three. The relations alone therefore give only an upper bound on the size.
